# A doubly occupied orbital holds one geminal pair and two electrons

The declaration `linear_bound_attained` concerns a single spatial orbital, whose four basis states are empty, up, down and doubly occupied, and the normalised state `filled` in which both electrons are present. The geminal operator, here with coefficient 1, removes the up and the down electron together. The theorem states that applying it to `filled` gives a vector of squared norm 1, which is the geminal occupation, and that the expectation value of the total particle number is 2. The proof computes how the explicit 4×4 annihilation matrices act on the states involved, then uses `expect_adjoint_mul` to turn each number expectation into the squared norm of a vector with one electron removed.

The first attempt, which Lean rejects:

```lean
import Mathlib

open Matrix

namespace PairedGeminalBound

noncomputable section

variable {n ι κ : Type*} [Fintype n] [Fintype ι] [Fintype κ]

/-- The squared norm of a state vector. -/
def weight (v : n → ℂ) : ℝ := ∑ x, ‖v x‖ ^ 2

/-- The real part of the expectation value `⟨ψ, A ψ⟩`. -/
def expect (A : Matrix n n ℂ) (ψ : n → ℂ) : ℝ := (star ψ ⬝ᵥ (A *ᵥ ψ)).re

/-- The occupation number operator of the spin-orbital `i`. -/
def number (a : κ → Matrix n n ℂ) (i : κ) : Matrix n n ℂ := (a i)ᴴ * a i

/-- The total particle number operator. -/
def totalNumber (a : κ → Matrix n n ℂ) : Matrix n n ℂ := ∑ i, number a i

/-- The operator removing an up and a down electron (`true` and `false`) from orbital `p`. -/
def pairAnn (a : ι × Bool → Matrix n n ℂ) (p : ι) : Matrix n n ℂ :=
  a (p, false) * a (p, true)

/-- The linear combination of the pair-removing operators `pairAnn a p` with coefficients `c p`. -/
def geminal (c : ι → ℂ) (a : ι × Bool → Matrix n n ℂ) : Matrix n n ℂ :=
  ∑ p, c p • pairAnn a p

private lemma expect_add (A B : Matrix n n ℂ) (ψ : n → ℂ) :
    expect (A + B) ψ = expect A ψ + expect B ψ := by
  simp only [expect, Matrix.add_mulVec, dotProduct_add, Complex.add_re]

private lemma expect_sum (f : κ → Matrix n n ℂ) (ψ : n → ℂ) :
    expect (∑ i, f i) ψ = ∑ i, expect (f i) ψ :=
  map_sum (AddMonoidHom.mk' (fun A : Matrix n n ℂ => expect A ψ)
    (fun A B => expect_add A B ψ)) f Finset.univ

private lemma geminal_mulVec (c : ι → ℂ) (a : ι × Bool → Matrix n n ℂ) (ψ : n → ℂ) :
    geminal c a *ᵥ ψ = ∑ p, c p • (pairAnn a p *ᵥ ψ) :=
  (map_sum (AddMonoidHom.mk' (fun A : Matrix n n ℂ => A *ᵥ ψ)
    (fun A B => Matrix.add_mulVec A B ψ)) (fun p => c p • pairAnn a p) Finset.univ).trans
    (Finset.sum_congr rfl fun _ _ => Matrix.smul_mulVec _ _ _)

/-- The expectation value of `A* A` is the squared norm of `A ψ`. -/
theorem expect_adjoint_mul (A : Matrix n n ℂ) (ψ : n → ℂ) :
    expect (Aᴴ * A) ψ = weight (A *ᵥ ψ) := by
  rw [expect, ← Matrix.mulVec_mulVec, Matrix.dotProduct_mulVec, ← Matrix.star_mulVec,
    weight, dotProduct, Complex.re_sum]
  refine Finset.sum_congr rfl fun x _ => ?_
  have h : star ((A *ᵥ ψ) x) * (A *ᵥ ψ) x = ((‖(A *ᵥ ψ) x‖ ^ 2 : ℝ) : ℂ) := by
    rw [Complex.ofReal_pow]
    exact Complex.conj_mul' _
  rw [Pi.star_apply, h, Complex.ofReal_re]

variable [DecidableEq n]

/-- Annihilation matrices of one orbital in the basis empty, up, down, doubly occupied. -/
def site : Unit × Bool → Matrix (Fin 4) (Fin 4) ℂ
  | (_, true) => !![0, 1, 0, 0; 0, 0, 0, 0; 0, 0, 0, 1; 0, 0, 0, 0]
  | (_, false) => !![0, 0, 1, 0; 0, 0, 0, -1; 0, 0, 0, 0; 0, 0, 0, 0]

/-- The doubly occupied state of one orbital. -/
def filled : Fin 4 → ℂ := ![0, 0, 0, 1]

/-- In the doubly occupied state of one orbital the geminal occupation is one and the mean particle
number is two. -/
theorem linear_bound_attained :
    weight (geminal (fun _ => 1) site *ᵥ filled) = 1 ∧
      expect (totalNumber site) filled = 2 := by
  have hu : ∀ p, site (p, true) *ᵥ filled = ![0, 0, 1, 0] := by
    intro p
    ext i
    simp only [Matrix.mulVec, dotProduct, Fin.sum_univ_four]
    fin_cases i <;> simp [site, filled]
  have hd : ∀ p, site (p, false) *ᵥ filled = ![0, -1, 0, 0] := by
    intro p
    ext i
    simp only [Matrix.mulVec, dotProduct, Fin.sum_univ_four]
    fin_cases i <;> simp [site, filled]
  have hb : ∀ p, site (p, false) *ᵥ ![0, 0, 1, 0] = ![1, 0, 0, 0] := by
    intro p
    ext i
    simp only [Matrix.mulVec, dotProduct, Fin.sum_univ_four]
    fin_cases i <;> simp [site]
  constructor
  · rw [geminal_mulVec]
    simp only [pairAnn, ← Matrix.mulVec_mulVec, hu, hb, one_smul, Finset.univ_unique,
      Finset.sum_singleton]
    simp [weight, Fin.sum_univ_four]
  · rw [totalNumber, expect_sum, Fintype.sum_prod_type]
    simp only [Fintype.sum_bool, number, expect_adjoint_mul, hu, hd]
    norm_num [weight, Fin.sum_univ_four]

end

end PairedGeminalBound
```

The error:

```
Main.lean:92:2: error: unsolved goals
case right
hu : ∀ (p : Unit), site (p, true) *ᵥ filled = ![0, 0, 1, 0]
hd : ∀ (p : Unit), site (p, false) *ᵥ filled = ![0, -1, 0, 0]
hb : ∀ (p : Unit), site (p, false) *ᵥ ![0, 0, 1, 0] = ![1, 0, 0, 0]
⊢ ‖![0, 0, 1, 0] 2‖ ^ 2 + ‖![0, 0, 1, 0] 3‖ ^ 2 + (1 + ‖![0, -1, 0, 0] 2‖ ^ 2 + ‖![0, -1, 0, 0] 3‖ ^ 2) = 2
```

What went wrong. The error lies in the second half, the particle number. The remaining goal is true, but `norm_num [weight, Fin.sum_univ_four]` stopped before finishing it. It had expanded each squared norm into four terms and evaluated the entries at indices 0 and 1, but terms such as `‖![0, 0, 1, 0] 2‖ ^ 2` remained, with the entries at 2 and 3 not read off. `simp` reads such entries with the simplification procedure `Matrix.cons_val`, which `norm_num` does not run; the lemmas it does use cover only the first two positions.

The repair proves separately, with `simp`, that both vectors have `weight` 1, as `hw1` and `hw2`. Adding these to the `simp only` call replaces each `weight` by 1 before it is expanded, so no vector entries reach the final `norm_num`. That call no longer needs `weight` and `Fin.sum_univ_four`, and has only to check that 1 + 1, summed over the single orbital, is 2.

Fix (accepted with no message):

```diff
@@ -91,6 +91,10 @@
     simp [weight, Fin.sum_univ_four]
   · rw [totalNumber, expect_sum, Fintype.sum_prod_type]
-    simp only [Fintype.sum_bool, number, expect_adjoint_mul, hu, hd]
-    norm_num [weight, Fin.sum_univ_four]
+    have hw1 : weight (![0, 0, 1, 0] : Fin 4 → ℂ) = 1 := by
+      simp [weight, Fin.sum_univ_four]
+    have hw2 : weight (![0, -1, 0, 0] : Fin 4 → ℂ) = 1 := by
+      simp [weight, Fin.sum_univ_four]
+    simp only [Fintype.sum_bool, number, expect_adjoint_mul, hu, hd, hw1, hw2]
+    norm_num
 
 end
```
